# A cyclic drive cannot lower the energy of independent electrons that start from Fermi occupations

## Orbitals, occupations and propagation

Take a finite set of orthonormal orbitals, labelled by \(i\), that diagonalise the initial one-electron Hamiltonian. Their real energies \(e_i\) and occupations \(r_i\) form the matrices

\[
H=\mathrm{diag}(e_i),\qquad R=\mathrm{diag}(r_i).
\]

In Lean both are built by `levels`. For a one-electron density matrix \(\rho\), `energy H ρ` is the real part of \(\mathrm{tr}(H\rho)\). This is the energy of electrons that do not interact.

With \(\hbar=1\), a propagator for the drive \(h(t)\) satisfies

\[
U'(t)=-i\,h(t)\,U(t),\qquad U(0)=1 ,
\]

and carries \(R\) to \(U(t)RU(t)^\dagger\). `IsPropagator h U` states these two equations, the first entry by entry and for all real \(t\).

The Fermi occupation of a level \(\varepsilon\) is

\[
f(\varepsilon)=\frac{1}{e^{\beta(\varepsilon-\mu)}+1},
\]

where \(\mu\) is the chemical potential and \(\beta\) the inverse temperature. The condition \(\beta\ge 0\) describes ordinary thermal states, including \(\beta=0\), the infinite-temperature limit at fixed \(\mu\); a negative \(\beta\) would describe a population inversion.

## What is proved

The theorem `passive_iff` says that

\[
\mathrm{tr}(HURU^\dagger)\ \ge\ \mathrm{tr}(HR)\quad\text{for every unitary }U
\]

holds if and only if \(r_j\le r_i\) whenever \(e_i<e_j\). Degenerate orbitals may have different occupations, and the \(r_i\) need not lie between 0 and 1.

The theorem `no_energy_extraction` applies this to a drive. Its hypotheses are:

- \(h(t)\) is Hermitian at all times (`hh`), and \(U\) is its propagator (`hU`);
- \(h(0)\) is diagonal with levels \(e_i\) (`h0`), and \(h(T)=h(0)\) (`hT`);
- \(\beta\ge 0\) (`hβ`), and the initial occupations are \(f(e_i)\).

The conclusion is that the energy at time \(T\) is at least the initial energy. Only the Hamiltonian has to return; the density matrix may end up different.

The existence of the propagator is assumed. The model has no interactions, no bath and finitely many orbitals, and the theorem makes no statement about the energy at intermediate times. For a real-time simulation of non-interacting electrons in a finite orthonormal basis, this gives a consistency check: a final energy below the initial one, after such a cycle, points to a numerical error or a violated hypothesis.

## From transition probabilities to permutations

Expanding the trace gives

\[
\mathrm{tr}(HURU^\dagger)=\sum_{i,j}e_i\,P_{ij}\,r_j,\qquad P_{ij}=|U_{ij}|^2 .
\]

Here \(P_{ij}\) is the probability of a transition from orbital \(j\) to orbital \(i\). Since \(UU^\dagger=1\) and \(U^\dagger U=1\),

\[
\sum_jP_{ij}=(UU^\dagger)_{ii}=1,\qquad \sum_iP_{ij}=(U^\dagger U)_{jj}=1 .
\]

So \(P\) is doubly stochastic. By Birkhoff's theorem it is a mixture of permutations \(\sigma\), with weights \(w_\sigma\ge0\) that sum to one:

\[
P_{ij}=\sum_\sigma w_\sigma\,\delta_{\sigma(i),j},\qquad
\sum_{i,j}e_iP_{ij}r_j=\sum_\sigma w_\sigma\sum_i e_i\,r_{\sigma(i)} .
\]

It remains to bound each permutation. List the orbitals by increasing energy, and within a degenerate level by decreasing occupation. The original occupations then decrease along the list. If a permuted arrangement has neighbours \(i,j\) with \(e_i\le e_j\) and \(r_{\sigma(i)}<r_{\sigma(j)}\), exchanging these occupations changes the energy by

\[
(e_i-e_j)(r_{\sigma(j)}-r_{\sigma(i)})\le 0 .
\]

Repeated exchanges lead back to the original arrangement without ever raising the energy, so \(\sum_i e_ir_{\sigma(i)}\ge\sum_i e_ir_i\). Averaging with the weights \(w_\sigma\) gives the inequality.

Conversely, suppose \(e_i<e_j\) but \(r_i<r_j\). The unitary that exchanges these two orbitals changes the energy by \((e_i-e_j)(r_j-r_i)<0\), so the ordering condition is necessary.

## Applying the inequality to a drive

For Hermitian \(h(t)\),

\[
\frac{d}{dt}(U^\dagger U)=iU^\dagger hU-iU^\dagger hU=0 .
\]

Since \(U(0)=1\), the propagator is unitary at every time. If \(e_i<e_j\) and \(\beta\ge0\), then \(e^{\beta(e_i-\mu)}\le e^{\beta(e_j-\mu)}\), hence \(f(e_j)\le f(e_i)\). The ordering condition holds, and \(h(T)=h(0)\) means that both energies are measured with the same \(H\).

## The Lean file

```lean
import Mathlib

open Matrix

namespace DrivenThermalElectrons

noncomputable section

variable {n : Type*} [Fintype n] [DecidableEq n]

/-- The diagonal matrix with real entries `x i`, used for orbital energies and for occupations. -/
def levels (x : n → ℝ) : Matrix n n ℂ := Matrix.diagonal fun i => (x i : ℂ)

/-- The energy of independent electrons with one-electron density matrix `ρ` and
Hamiltonian `H`: the real part of `tr (H ρ)`. -/
def energy (H ρ : Matrix n n ℂ) : ℝ := (Matrix.trace (H * ρ)).re

/-- The Fermi occupation of a level `ε` at inverse temperature `β` and chemical potential `μ`. -/
def fermi (β μ ε : ℝ) : ℝ := 1 / (Real.exp (β * (ε - μ)) + 1)

/-- The squared moduli `|U i j|²`. For a unitary `U` they are the probabilities of a transition from
orbital `j` to orbital `i`. -/
def transitionProb (U : Matrix n n ℂ) : Matrix n n ℝ :=
  Matrix.of fun i j => Complex.normSq (U i j)

/-- The matrix that relabels the orbitals by the permutation `σ`. -/
def relabel (σ : Equiv.Perm n) : Matrix n n ℂ :=
  Matrix.of fun i j => if σ i = j then 1 else 0

/-- `U` solves the Schrödinger equation `U' = -i h(t) U` (with `ħ = 1`) and starts from the
identity at time zero. -/
structure IsPropagator (h U : ℝ → Matrix n n ℂ) : Prop where
  init : U 0 = 1
  schrodinger : ∀ t i j, HasDerivAt (fun s => U s i j) (-Complex.I * (h t * U t) i j) t

/-- For the real diagonal matrices `H = levels e` and `R = levels r` and any matrix `U`, the trace
`tr (H U R U*)` is real: it is the sum of `e i * |U i j|² * r j` over `i` and `j`. -/
theorem trace_rotated (e r : n → ℝ) (U : Matrix n n ℂ) :
    Matrix.trace (levels e * (U * levels r * Uᴴ)) =
      ((∑ i, ∑ j, e i * transitionProb U i j * r j : ℝ) : ℂ) := by
  simp only [Matrix.trace, Matrix.diag_apply, levels, Matrix.diagonal_mul, transitionProb,
    Matrix.of_apply, Complex.ofReal_sum, Complex.ofReal_mul]
  refine Finset.sum_congr rfl fun i _ => ?_
  rw [Matrix.mul_apply, Finset.mul_sum]
  refine Finset.sum_congr rfl fun j _ => ?_
  rw [Matrix.mul_diagonal, Matrix.conjTranspose_apply, ← Complex.mul_conj, starRingEnd_apply]
  ring

/-- The transition probabilities of a unitary matrix sum to one over each row and column. -/
theorem transitionProb_doublyStochastic {U : Matrix n n ℂ}
    (hU : U ∈ Matrix.unitaryGroup n ℂ) : transitionProb U ∈ doublyStochastic ℝ n := by
  rw [mem_doublyStochastic_iff_sum]
  refine ⟨fun i j => Complex.normSq_nonneg _, fun i => ?_, fun j => ?_⟩
  · have h : ∑ j, U i j * star (U i j) = 1 :=
      (congrFun (congrFun (Matrix.mem_unitaryGroup_iff.mp hU) i) i).trans (Matrix.one_apply_eq i)
    apply Complex.ofReal_injective
    simp only [transitionProb, Matrix.of_apply, Complex.ofReal_sum, Complex.ofReal_one]
    exact (Finset.sum_congr rfl fun j _ => (Complex.mul_conj (U i j)).symm).trans h
  · have h : ∑ i, star (U i j) * U i j = 1 :=
      (congrFun (congrFun (Matrix.mem_unitaryGroup_iff'.mp hU) j) j).trans (Matrix.one_apply_eq j)
    apply Complex.ofReal_injective
    simp only [transitionProb, Matrix.of_apply, Complex.ofReal_sum, Complex.ofReal_one]
    exact (Finset.sum_congr rfl fun i _ =>
      (Complex.mul_conj (U i j)).symm.trans (mul_comm _ _)).trans h

/-- If lower levels are at least as occupied as higher ones, no doubly stochastic
redistribution of the occupations lowers the energy. -/
theorem redistribution_le {e r : n → ℝ} (h : ∀ i j, e i < e j → r j ≤ r i)
    {P : Matrix n n ℝ} (hP : P ∈ doublyStochastic ℝ n) :
    ∑ i, e i * r i ≤ ∑ i, ∑ j, e i * P i j * r j := by
  -- Birkhoff: the redistribution is a mixture of permutations
  obtain ⟨w, hw0, hw1, hw⟩ := exists_eq_sum_perm_of_mem_doublyStochastic hP
  have entry : ∀ i j, P i j = ∑ σ : Equiv.Perm n, w σ * (if σ i = j then 1 else 0) := by
    intro i j
    rw [← hw, Matrix.sum_apply]
    refine Finset.sum_congr rfl fun σ _ => ?_
    simp [Equiv.Perm.permMatrix, PEquiv.toMatrix_apply, Equiv.toPEquiv_apply]
  have key : ∑ i, ∑ j, e i * P i j * r j = ∑ σ, w σ * ∑ i, e i * r (σ i) := by
    simp only [Finset.mul_sum]
    rw [Finset.sum_comm (s := (Finset.univ : Finset (Equiv.Perm n)))]
    refine Finset.sum_congr rfl fun i _ => ?_
    simp only [entry, Finset.mul_sum, Finset.sum_mul]
    rw [Finset.sum_comm]
    refine Finset.sum_congr rfl fun σ _ => ?_
    refine (Fintype.sum_eq_single (σ i) fun j hj => ?_).trans ?_
    · rw [if_neg (Ne.symm hj)]; ring
    · rw [if_pos rfl]; ring
  -- each permutation obeys the rearrangement inequality
  have hv : Antivary e r := fun i j hij =>
    not_lt.mp fun hlt => absurd (h i j hlt) (not_le.mpr hij)
  calc ∑ i, e i * r i = ∑ σ, w σ * ∑ i, e i * r i := by
        rw [← Finset.sum_mul, hw1, one_mul]
    _ ≤ ∑ σ, w σ * ∑ i, e i * r (σ i) := Finset.sum_le_sum fun σ _ =>
        mul_le_mul_of_nonneg_left hv.sum_mul_le_sum_mul_comp_perm (hw0 σ)
    _ = _ := key.symm

/-- Relabelling orbitals is a unitary operation. -/
theorem relabel_unitary (σ : Equiv.Perm n) : relabel σ ∈ Matrix.unitaryGroup n ℂ := by
  rw [Matrix.mem_unitaryGroup_iff]
  ext a b
  by_cases hab : a = b
  · subst hab
    simp [relabel, Matrix.mul_apply, Matrix.star_apply]
  · simp [relabel, Matrix.mul_apply, Matrix.star_apply, hab]

/-- No unitary lowers the energy of the occupations `r` on the levels `e` if and only if
a lower level is never less occupied than a higher one. -/
theorem passive_iff (e r : n → ℝ) :
    (∀ U ∈ Matrix.unitaryGroup n ℂ,
      energy (levels e) (levels r) ≤ energy (levels e) (U * levels r * Uᴴ)) ↔
    ∀ i j, e i < e j → r j ≤ r i := by
  have h0 : energy (levels e) (levels r) = ∑ i, e i * r i := by
    rw [energy, levels, levels, Matrix.diagonal_mul_diagonal, Matrix.trace_diagonal]
    simp
  constructor
  · intro h i j hij
    -- exchange the two orbitals
    have hs := h _ (relabel_unitary (Equiv.swap i j))
    have h1 : ∀ σ : Equiv.Perm n, ∑ a, ∑ b, e a * transitionProb (relabel σ) a b * r b
        = ∑ a, e a * r (σ a) := by
      intro σ
      simp [transitionProb, relabel, apply_ite Complex.normSq]
    rw [h0, energy, trace_rotated, Complex.ofReal_re, h1] at hs
    have h2 : ∑ a, (e a * r (Equiv.swap i j a) - e a * r a)
        = (e i * r j - e i * r i) + (e j * r i - e j * r j) := by
      refine (Fintype.sum_eq_add i j (fun hh => hij.ne (congrArg e hh)) fun a ha => ?_).trans ?_
      · rw [Equiv.swap_apply_of_ne_of_ne ha.1 ha.2, sub_self]
      · rw [Equiv.swap_apply_left, Equiv.swap_apply_right]
    rw [Finset.sum_sub_distrib] at h2
    by_contra hc
    nlinarith [mul_pos (sub_pos.mpr hij) (sub_pos.mpr (not_le.mp hc))]
  · intro h U hU
    rw [h0, energy, trace_rotated, Complex.ofReal_re]
    exact redistribution_le h (transitionProb_doublyStochastic hU)

/-- Real-time propagation with a Hermitian Hamiltonian is unitary at every time. -/
theorem propagator_unitary {h U : ℝ → Matrix n n ℂ} (hh : ∀ t, (h t).IsHermitian)
    (hU : IsPropagator h U) (t : ℝ) : U t ∈ Matrix.unitaryGroup n ℂ := by
  rw [Matrix.mem_unitaryGroup_iff']
  ext i j
  -- the overlaps of the propagated orbitals are conserved
  have hd : ∀ s, HasDerivAt (fun s => ∑ k, star (U s k i) * U s k j) 0 s := by
    intro s
    have h1 := HasDerivAt.fun_sum (u := Finset.univ) fun k _ =>
      (hU.schrodinger s k i).star.fun_mul (hU.schrodinger s k j)
    refine h1.congr_deriv ?_
    have hM : (h s * U s)ᴴ * U s = (U s)ᴴ * (h s * U s) := by
      rw [Matrix.conjTranspose_mul, (hh s).eq, Matrix.mul_assoc]
    have hm : ∑ k, star ((h s * U s) k i) * U s k j
        = ∑ k, star (U s k i) * (h s * U s) k j := congrFun (congrFun hM i) j
    have hI : star (-Complex.I) = Complex.I := by simp
    calc _ = Complex.I * ∑ k, star ((h s * U s) k i) * U s k j
          + -Complex.I * ∑ k, star (U s k i) * (h s * U s) k j := by
          rw [Finset.mul_sum, Finset.mul_sum, ← Finset.sum_add_distrib]
          refine Finset.sum_congr rfl fun k _ => ?_
          rw [star_mul', hI]
          ring
      _ = 0 := by rw [hm]; ring
  have hc := is_const_of_deriv_eq_zero (fun s => (hd s).differentiableAt)
    (fun s => (hd s).deriv) t 0
  calc (star (U t) * U t) i j = ∑ k, star (U t k i) * U t k j := rfl
    _ = ∑ k, star (U 0 k i) * U 0 k j := hc
    _ = (1 : Matrix n n ℂ) i j := by
      rw [hU.init]
      change (star (1 : Matrix n n ℂ) * (1 : Matrix n n ℂ) : Matrix n n ℂ) i j = _
      rw [star_one, one_mul]

/-- A Hermitian Hamiltonian `h` is diagonal at time zero, with levels `e`, and returns to this form
at time `T`. If independent electrons start from the Fermi occupations of these levels with `β ≥ 0`
and are propagated with `h`, their energy at time `T` is at least their initial energy. -/
theorem no_energy_extraction {h U : ℝ → Matrix n n ℂ} (hh : ∀ t, (h t).IsHermitian)
    (hU : IsPropagator h U) {e : n → ℝ} (h0 : h 0 = levels e) {T : ℝ} (hT : h T = h 0)
    {β : ℝ} (hβ : 0 ≤ β) (μ : ℝ) :
    energy (h 0) (levels fun i => fermi β μ (e i)) ≤
      energy (h T) (U T * levels (fun i => fermi β μ (e i)) * (U T)ᴴ) := by
  rw [hT, h0]
  refine (passive_iff e _).mpr (fun i j hij => ?_) (U T) (propagator_unitary hh hU T)
  have hle : β * (e i - μ) ≤ β * (e j - μ) :=
    mul_le_mul_of_nonneg_left (by linarith) hβ
  have hexp := Real.exp_le_exp.mpr hle
  exact one_div_le_one_div_of_le (by positivity) (by linarith)

/-- A two-level Hamiltonian with a rotating coupling of strength `sin t`. -/
def rotatingDrive (t : ℝ) : Matrix (Fin 2) (Fin 2) ℂ :=
  !![1, -Complex.I * (Real.sin t : ℂ) * Complex.exp (-(t * Complex.I)) ^ 2;
     Complex.I * (Real.sin t : ℂ) * Complex.exp (t * Complex.I) ^ 2, -1]

/-- A rotation of the two orbitals by the angle `1 - cos t`, followed by opposite phases. -/
def rotatingPropagator (t : ℝ) : Matrix (Fin 2) (Fin 2) ℂ :=
  !![Complex.exp (-(t * Complex.I)) * (Real.cos (1 - Real.cos t) : ℂ),
     -(Complex.exp (-(t * Complex.I)) * (Real.sin (1 - Real.cos t) : ℂ));
     Complex.exp (t * Complex.I) * (Real.sin (1 - Real.cos t) : ℂ),
     Complex.exp (t * Complex.I) * (Real.cos (1 - Real.cos t) : ℂ)]

/-- The rotating drive is Hermitian, has the stated propagator, and returns at time `π` to its
initial diagonal form with levels `1` and `-1`. -/
theorem no_energy_extraction_witness :
    (∀ t, (rotatingDrive t).IsHermitian) ∧ IsPropagator rotatingDrive rotatingPropagator ∧
      rotatingDrive 0 = levels ![1, -1] ∧ rotatingDrive Real.pi = rotatingDrive 0 := by
  refine ⟨fun t => ?_, ⟨?_, fun t i j => ?_⟩, ?_, ?_⟩
  · ext i j
    fin_cases i <;> fin_cases j <;>
      simp [rotatingDrive, ← Complex.exp_conj, -Complex.ofReal_sin]
  · ext i j
    fin_cases i <;> fin_cases j <;> simp [rotatingPropagator]
  · have h1 : HasDerivAt (fun s : ℝ => (s : ℂ) * Complex.I) Complex.I t := by
      simpa using (hasDerivAt_id t).ofReal_comp.mul_const Complex.I
    have hp := h1.cexp
    have hm := h1.fun_neg.cexp
    have ha : HasDerivAt (fun s : ℝ => 1 - Real.cos s) (Real.sin t) t := by
      simpa using (Real.hasDerivAt_cos t).const_sub 1
    have hc := ha.cos.ofReal_comp
    have hs := ha.sin.ofReal_comp
    have hI : Complex.I ^ 2 = -1 := Complex.I_sq
    have hpm : Complex.exp (t * Complex.I) * Complex.exp (-(t * Complex.I)) = 1 := by
      rw [← Complex.exp_add, add_neg_cancel, Complex.exp_zero]
    rw [Matrix.mul_apply, Fin.sum_univ_two]
    -- compare the four entries of the Schrödinger equation
    fin_cases i <;> fin_cases j
    · refine (hm.fun_mul hc).congr_deriv ?_
      simp only [rotatingDrive, rotatingPropagator, Matrix.of_apply, Matrix.cons_val,
        Fin.zero_eta, Fin.isValue, Complex.ofReal_mul, Complex.ofReal_neg]
      generalize Complex.exp (t * Complex.I) = p at *
      generalize Complex.exp (-(t * Complex.I)) = m at *
      linear_combination (-(Real.sin t * m ^ 2 * p * Real.sin (1 - Real.cos t) : ℂ)) * hI
        + (m * Real.sin (1 - Real.cos t) * Real.sin t : ℂ) * hpm
    · refine (hm.fun_mul hs).fun_neg.congr_deriv ?_
      simp only [rotatingDrive, rotatingPropagator, Matrix.of_apply, Matrix.cons_val,
        Fin.zero_eta, Fin.mk_one, Fin.isValue, Complex.ofReal_mul]
      generalize Complex.exp (t * Complex.I) = p at *
      generalize Complex.exp (-(t * Complex.I)) = m at *
      linear_combination (-(Real.sin t * m ^ 2 * p * Real.cos (1 - Real.cos t) : ℂ)) * hI
        + (m * Real.cos (1 - Real.cos t) * Real.sin t : ℂ) * hpm
    · refine (hp.fun_mul hs).congr_deriv ?_
      simp only [rotatingDrive, rotatingPropagator, Matrix.of_apply, Matrix.cons_val,
        Fin.zero_eta, Fin.mk_one, Fin.isValue, Complex.ofReal_mul]
      generalize Complex.exp (t * Complex.I) = p at *
      generalize Complex.exp (-(t * Complex.I)) = m at *
      linear_combination (Real.sin t * p ^ 2 * m * Real.cos (1 - Real.cos t) : ℂ) * hI
        - (p * Real.cos (1 - Real.cos t) * Real.sin t : ℂ) * hpm
    · refine (hp.fun_mul hc).congr_deriv ?_
      simp only [rotatingDrive, rotatingPropagator, Matrix.of_apply, Matrix.cons_val,
        Fin.mk_one, Fin.isValue, Complex.ofReal_mul, Complex.ofReal_neg]
      generalize Complex.exp (t * Complex.I) = p at *
      generalize Complex.exp (-(t * Complex.I)) = m at *
      linear_combination (-(Real.sin t * p ^ 2 * m * Real.sin (1 - Real.cos t) : ℂ)) * hI
        + (p * Real.sin (1 - Real.cos t) * Real.sin t : ℂ) * hpm
  · ext i j
    fin_cases i <;> fin_cases j <;> simp [rotatingDrive, levels]
  · ext i j
    fin_cases i <;> fin_cases j <;> simp [rotatingDrive]

end

end DrivenThermalElectrons
```

```lean
#print axioms DrivenThermalElectrons.no_energy_extraction
-- 'DrivenThermalElectrons.no_energy_extraction' depends on axioms: [propext, Classical.choice, Quot.sound]
```

## How the lemmas fit together

`trace_rotated` is the expansion of the trace. It also shows that the trace is real, so taking the real part in `energy` loses nothing here. `transitionProb_doublyStochastic` reads the row and column sums off the diagonal entries of the two unitarity equations.

`redistribution_le` obtains the weights `w` from Mathlib's form of Birkhoff's theorem. Its step `key` rewrites the energy as the average over permutations. The ordering condition becomes `Antivary e r`, which is what Mathlib's rearrangement inequality requires, and the closing `calc` averages the bounds.

In `passive_iff`, one direction combines these lemmas. The other applies the assumed inequality to `relabel (Equiv.swap i j)`, which `relabel_unitary` shows to be unitary. Only two terms of the energy difference survive, and `nlinarith` derives the contradiction from the positive product \((e_j-e_i)(r_j-r_i)\).

`propagator_unitary` differentiates each entry of \(U^\dagger U\), uses Hermiticity in `hM` to cancel the two terms, and compares time \(t\) with time 0. `no_energy_extraction` then supplies the ordering of the Fermi occupations to `passive_iff`.

## A two-level cycle with a known propagator

`no_energy_extraction_witness` gives a drive that meets the hypotheses and is not constant. With \(\theta=1-\cos t\),

\[
h(t)=\begin{pmatrix}1&-i\sin t\,e^{-2it}\\ i\sin t\,e^{2it}&-1\end{pmatrix},\qquad
U(t)=\begin{pmatrix}e^{-it}\cos\theta&-e^{-it}\sin\theta\\ e^{it}\sin\theta&e^{it}\cos\theta\end{pmatrix}.
\]

The proof checks the four entries of the Schrödinger equation separately, with `linear_combination` using \(i^2=-1\) and \(e^{it}e^{-it}=1\). The coupling vanishes at \(t=0\) and \(t=\pi\), so the Hamiltonian returns to \(\mathrm{diag}(1,-1)\). At \(t=\pi\) we have \(\theta=2\), so the probability of a transition from either orbital to the other is \(\sin^2 2\).
